# The s weights of four orthonormal s-p hybrids sum to one

Four hybrids are built from one s and three p orbitals, taken as orthonormal, with real coefficients. The theorem `s_weight_sum` says that if the hybrids are themselves orthonormal, the squares of their s amplitudes add up to 1. The proof puts the coefficients in a 4 × 4 matrix `M`, one hybrid to a row, so that orthonormality reads `M * Mᵀ = 1`. As `M` is square, `Mᵀ * M = 1` follows, and the top left entry of that equation is the sum wanted.

This version doesn't compile in Lean 4 with Mathlib:

```lean
import Mathlib

open Real Matrix

namespace DanglingHybrid

noncomputable section

/-- An s-p hybrid: an s amplitude together with a p vector. -/
abbrev Hybrid := ℝ × EuclideanSpace ℝ (Fin 3)

/-- The overlap of two hybrids built from orthonormal s and p orbitals. -/
def overlap (h k : Hybrid) : ℝ := h.1 * k.1 + inner ℝ h.2 k.2

/-- The overlap written out in the four orbital coefficients. -/
lemma overlap_eq (h k : Hybrid) : overlap h k =
    h.1 * k.1 + (h.2 0 * k.2 0 + h.2 1 * k.2 1 + h.2 2 * k.2 2) := by
  simp only [overlap, PiLp.inner_apply, Fin.sum_univ_three, RCLike.inner_apply, conj_trivial]
  ring

/-- The s weights of four orthonormal hybrids add up to one. -/
theorem s_weight_sum {h : Fin 4 → Hybrid}
    (ho : ∀ i j, overlap (h i) (h j) = if i = j then 1 else 0) :
    ∑ i, (h i).1 ^ 2 = 1 := by
  let M : Matrix (Fin 4) (Fin 4) ℝ :=
    Matrix.of fun i => ![(h i).1, (h i).2 0, (h i).2 1, (h i).2 2]
  have hM : M * Mᵀ = 1 := by
    ext i j
    rw [Matrix.one_apply, ← ho i j, overlap_eq]
    simp only [Matrix.mul_apply, Matrix.transpose_apply, Fin.sum_univ_four]
    change (h i).1 * (h j).1 + (h i).2 0 * (h j).2 0 + (h i).2 1 * (h j).2 1
      + (h i).2 2 * (h j).2 2 = _
    ring
  -- orthonormal rows of a square matrix give orthonormal columns
  have h3 := congrFun (congrFun (mul_eq_one_comm.mp hM) 0) 0
  simp only [Matrix.mul_apply, Matrix.transpose_apply, Fin.sum_univ_four,
    Matrix.one_apply_eq] at h3
  have h4 : (h 0).1 * (h 0).1 + (h 1).1 * (h 1).1 + (h 2).1 * (h 2).1
      + (h 3).1 * (h 3).1 = 1 := h3
  rw [Fin.sum_univ_four]
  linear_combination h4

end

end DanglingHybrid
```

The error:

```
Main.lean:35:22: error: Application type mismatch: The argument
  congrFun (mul_eq_one_comm.mp ?m.200) 0
has type
  (?m.197 * ?m.196) 0 = 1 0
but is expected to have type
  ?m.187 = ?m.188
in the application
  congrFun (congrFun (mul_eq_one_comm.mp ?m.200) 0)
```

The error is in the step that takes this entry. `congrFun` turns an equation between functions into one between their values at a point, and it is used twice, for the row and then for the column. The outer use therefore needs the inner one to give an equation between functions. In the message, `?m.200` stands where `hM` should be, and the factors of the product are unknown too: Lean has not yet used `hM` to learn that the product is `Mᵀ * M`. It can't see that a row of it is still a function, and rejects the application.

The repair first states `Mᵀ * M = 1` as `hM'`, so the matrices are known when `mul_eq_one_comm` is applied. It then writes out the equation between the `0 0` entries as the type of `h3` and proves it by rewriting with `hM'`, which makes both sides the same. `congrFun` is no longer needed.

The repair, with which the file compiles:

```diff
@@ -33,5 +33,6 @@
     ring
   -- orthonormal rows of a square matrix give orthonormal columns
-  have h3 := congrFun (congrFun (mul_eq_one_comm.mp hM) 0) 0
+  have hM' : Mᵀ * M = 1 := mul_eq_one_comm.mp hM
+  have h3 : (Mᵀ * M) 0 0 = (1 : Matrix (Fin 4) (Fin 4) ℝ) 0 0 := by rw [hM']
   simp only [Matrix.mul_apply, Matrix.transpose_apply, Fin.sum_univ_four,
     Matrix.one_apply_eq] at h3
```
